# For eigenstates $T\psi_m,T\psi_n$ of a Hermitian $h$, the pseudo element $\langle\psi_m,(H'-e_nS')\psi_n\rangle$ equals the all-electron element plus $(e_m-e_n)\langle T\psi_m,T'\psi_n\rangle$

Let $T(s)$ be a complex $D\times d$ matrix that maps pseudo vectors in $\mathbb{C}^d$ to all-electron vectors in $\mathbb{C}^D$, and let $h(s)$ be a $D\times D$ all-electron Hamiltonian. Both depend on one real parameter $s$ and are differentiable at $s=t$, with derivatives $T'$ and $h'$. Define the pseudo overlap and pseudo Hamiltonian by $S=T^\dagger T$ and $H=T^\dagger hT$, with derivatives $S'$ and $H'$ at $t$; matrices written without an argument are taken at $t$. Suppose that $h(t)$ is Hermitian and that two pseudo vectors $\psi_m,\psi_n$ have images $\phi_m=T\psi_m$, $\phi_n=T\psi_n$ with $h\phi_m=e_m\phi_m$ and $h\phi_n=e_n\phi_n$ for real energies $e_m,e_n$. With the inner product conjugate-linear in its first slot, put $M_{mn}=\langle\psi_m,(H'-e_nS')\psi_n\rangle$. Then

$$M_{mn}=\langle\phi_m,h'\phi_n\rangle+(e_m-e_n)\,\langle\phi_m,T'\psi_n\rangle .$$

If in addition $h(s)$ is Hermitian for all $s$ in a neighbourhood of $t$, then

$$M_{mn}-\overline{M_{nm}}=(e_m-e_n)\,\langle\psi_m,S'\psi_n\rangle .$$

## Electron–phonon elements and linear response with an overlap matrix

In ultrasoft and projector-augmented schemes the one-particle equation is a generalised eigenproblem $H\psi=eS\psi$, and moving an atom changes $S$ as well as $H$. Differentiating $(H-e_nS)\psi_n=0$ along the displacement and projecting on $\psi_m$ produces the combination $H'-e_nS'$, so $M_{mn}$ is the element that a linear-response code has at hand. In a finite one-particle model with one real displacement coordinate, an exact factorisation through $T$ and pseudo vectors whose images under $T$ are eigenstates of $h$, the first identity says that $M_{mn}$ equals the all-electron coupling $\langle\phi_m,h'\phi_n\rangle$ for states of equal energy, and differs from it by a term proportional to the energy gap otherwise. In the same model, the second identity gives the correction that is needed if one triangle of the matrix $M$ is filled from the other by complex conjugation.

## Moving the adjoints and using the two eigenvalue equations

The parameter is real, so differentiation commutes with complex conjugation and $(T^\dagger)'=T'^\dagger$. The product rule gives

$$S'=T'^\dagger T+T^\dagger T',\qquad H'=T'^\dagger hT+T^\dagger h'T+T^\dagger hT' .$$

The vectors $\psi_m,\psi_n$ are fixed and are not differentiated. Take an arbitrary real $\varepsilon$ and set $M_\varepsilon=\langle\psi_m,(H'-\varepsilon S')\psi_n\rangle$. Each of the five terms starts with an adjoint, which moves to the left slot by $\langle x,A^\dagger y\rangle=\langle Ax,y\rangle$:

$$M_\varepsilon=\langle T'\psi_m,h\phi_n\rangle+\langle\phi_m,h'\phi_n\rangle+\langle\phi_m,hT'\psi_n\rangle-\varepsilon\langle T'\psi_m,\phi_n\rangle-\varepsilon\langle\phi_m,T'\psi_n\rangle .$$

In the first term $h\phi_n=e_n\phi_n$, so it equals $e_n\langle T'\psi_m,\phi_n\rangle$. In the third term $h=h^\dagger$ acts to the left: $\langle\phi_m,hT'\psi_n\rangle=\langle h\phi_m,T'\psi_n\rangle=\overline{e_m}\,\langle\phi_m,T'\psi_n\rangle=e_m\langle\phi_m,T'\psi_n\rangle$, since $e_m$ is real. Collecting terms,

$$M_\varepsilon=\langle\phi_m,h'\phi_n\rangle+(e_m-\varepsilon)\langle\phi_m,T'\psi_n\rangle+(e_n-\varepsilon)\langle T'\psi_m,\phi_n\rangle .$$

The choice $\varepsilon=e_n$ removes the last term and gives the first identity. If also $e_m=e_n$, both corrections vanish.

For the second identity, exchange the two states in the first one,

$$M_{nm}=\langle\phi_n,h'\phi_m\rangle+(e_n-e_m)\langle\phi_n,T'\psi_m\rangle ,$$

and conjugate, which swaps the slots of each inner product and leaves the real prefactor alone:

$$\overline{M_{nm}}=\langle h'\phi_m,\phi_n\rangle+(e_n-e_m)\langle T'\psi_m,\phi_n\rangle .$$

If $h(s)^\dagger=h(s)$ near $t$, differentiating this equation gives $h'^\dagger=h'$, so $\langle h'\phi_m,\phi_n\rangle=\langle\phi_m,h'\phi_n\rangle$ and the all-electron parts cancel in the difference:

$$M_{mn}-\overline{M_{nm}}=(e_m-e_n)\left[\langle\phi_m,T'\psi_n\rangle+\langle T'\psi_m,\phi_n\rangle\right].$$

The bracket is $\langle\psi_m,(T^\dagger T'+T'^\dagger T)\psi_n\rangle=\langle\psi_m,S'\psi_n\rangle$.

## A two-level example with a nonzero correction

Take $d=D=2$, basis indices $0$ and $1$, $t=0$, and

$$T(s)=\begin{pmatrix}1&s\\0&1\end{pmatrix},\qquad h(s)=\begin{pmatrix}0&s\\s&1\end{pmatrix},\qquad T'=\begin{pmatrix}0&1\\0&0\end{pmatrix},\qquad h'=\begin{pmatrix}0&1\\1&0\end{pmatrix}.$$

At $s=0$ the transformation and the overlap are the identity and $h=\mathrm{diag}(0,1)$, so $\psi_0=(1,0)$ and $\psi_1=(0,1)$ are normalised states with $e_0=0$ and $e_1=1$. The all-electron element is $\langle\phi_0,h'\phi_1\rangle=1$, the correction is $(0-1)\langle\phi_0,T'\psi_1\rangle=-1$, and $M_{01}=0$. Multiplying out gives the same value: the off-diagonal entries of both $S(s)$ and $H(s)$ equal $s$, so $(H'-e_1S')_{01}=1-1=0$. Here the pseudo element vanishes although the perturbation couples the two all-electron states with strength $1$.

## The Lean file

```lean
import Mathlib

open Matrix Filter Topology

namespace UltrasoftCoupling

noncomputable section

variable {N n k l : Type*}

/-- The matrix path `A` has entrywise derivative `A'` at parameter value `t`. -/
def HasMatDerivAt (A : ℝ → Matrix k l ℂ) (A' : Matrix k l ℂ) (t : ℝ) : Prop :=
  ∀ i j, HasDerivAt (fun s => A s i j) (A' i j) t

/-- The entrywise derivative of a matrix path at `t`. -/
def matDeriv (A : ℝ → Matrix k l ℂ) (t : ℝ) : Matrix k l ℂ :=
  Matrix.of fun i j => deriv (fun s => A s i j) t

/-- The inner product `⟨x, y⟩`, conjugate-linear in the first slot. -/
def ip [Fintype k] (x y : k → ℂ) : ℂ := star x ⬝ᵥ y

/-- The pseudo overlap `S = Tᴴ T` of the transformation `T`. -/
def overlap [Fintype N] (T : ℝ → Matrix N n ℂ) (s : ℝ) : Matrix n n ℂ := (T s)ᴴ * T s

/-- The pseudo Hamiltonian `H = Tᴴ h T` built from the all-electron Hamiltonian `h`. -/
def ham [Fintype N] (T : ℝ → Matrix N n ℂ) (h : ℝ → Matrix N N ℂ) (s : ℝ) : Matrix n n ℂ :=
  (T s)ᴴ * h s * T s

/-- The pseudo matrix element `⟨x, (H' - ε S') y⟩` at parameter value `t`. -/
def coupling [Fintype N] [Fintype n] (T : ℝ → Matrix N n ℂ) (h : ℝ → Matrix N N ℂ)
    (t ε : ℝ) (x y : n → ℂ) : ℂ :=
  ip x ((matDeriv (ham T h) t - (ε : ℂ) • matDeriv (overlap T) t) *ᵥ y)

/-- Product rule for matrix paths: `(A B)' = A' B + A B'`. -/
theorem HasMatDerivAt.mul [Fintype N] {A : ℝ → Matrix k N ℂ} {B : ℝ → Matrix N l ℂ}
    {A' : Matrix k N ℂ} {B' : Matrix N l ℂ} {t : ℝ}
    (hA : HasMatDerivAt A A' t) (hB : HasMatDerivAt B B' t) :
    HasMatDerivAt (fun s => A s * B s) (A' * B t + A t * B') t := by
  intro i j
  simp only [Matrix.mul_apply, Matrix.add_apply, ← Finset.sum_add_distrib]
  exact HasDerivAt.fun_sum fun a _ => (hA i a).fun_mul (hB a j)

/-- The derivative of the adjoint path is the adjoint of the derivative. -/
theorem HasMatDerivAt.adjoint {A : ℝ → Matrix k l ℂ} {A' : Matrix k l ℂ} {t : ℝ}
    (hA : HasMatDerivAt A A' t) : HasMatDerivAt (fun s => (A s)ᴴ) A'ᴴ t := by
  intro i j
  simp only [Matrix.conjTranspose_apply]
  exact (hA j i).star

/-- A path that is Hermitian near `t` has a Hermitian derivative at `t`. -/
theorem HasMatDerivAt.isHermitian {A : ℝ → Matrix k k ℂ} {A' : Matrix k k ℂ} {t : ℝ}
    (hA : HasMatDerivAt A A' t) (herm : ∀ᶠ s in 𝓝 t, (A s).IsHermitian) :
    A'.IsHermitian := by
  have key : A'ᴴ = A' := by
    ext i j
    have he : (fun s => A s i j) =ᶠ[𝓝 t] fun s => (A s)ᴴ i j :=
      herm.mono fun s hs => (congrFun (congrFun hs.eq i) j).symm
    exact ((hA.adjoint i j).congr_of_eventuallyEq he).unique (hA i j)
  exact key

variable [Fintype N] [Fintype n] {T : ℝ → Matrix N n ℂ} {h : ℝ → Matrix N N ℂ}
  {T' : Matrix N n ℂ} {h' : Matrix N N ℂ} {t : ℝ}

omit [Fintype n] in
/-- The derivatives `S' = T'ᴴ T + Tᴴ T'` and `H' = T'ᴴ h T + Tᴴ h' T + Tᴴ h T'`. -/
theorem matDeriv_overlap_ham (hT : HasMatDerivAt T T' t) (hh : HasMatDerivAt h h' t) :
    matDeriv (overlap T) t = T'ᴴ * T t + (T t)ᴴ * T' ∧
    matDeriv (ham T h) t = T'ᴴ * h t * T t + (T t)ᴴ * h' * T t + (T t)ᴴ * h t * T' := by
  constructor
  · ext i j
    exact (hT.adjoint.mul hT i j).deriv
  · rw [← Matrix.add_mul]
    ext i j
    exact ((hT.adjoint.mul hh).mul hT i j).deriv

/-- The adjoint moves across the inner product: `⟨x, Aᴴ y⟩ = ⟨A x, y⟩`. -/
theorem ip_adjoint [Fintype k] [Fintype l] (A : Matrix k l ℂ) (x : l → ℂ) (y : k → ℂ) :
    ip x (Aᴴ *ᵥ y) = ip (A *ᵥ x) y := by
  rw [ip, ip, Matrix.star_mulVec, Matrix.dotProduct_mulVec]

/-- If `T ψm`, `T ψn` obey the eigenvalue equation of the Hermitian `h` with real energies,
then for every real `ε`, `⟨ψm, (H' - ε S') ψn⟩ = ⟨T ψm, h' T ψn⟩ + (em - ε) ⟨T ψm, T' ψn⟩
+ (en - ε) ⟨T' ψm, T ψn⟩`. -/
theorem coupling_general (hT : HasMatDerivAt T T' t) (hh : HasMatDerivAt h h' t)
    (herm : (h t).IsHermitian) {ψm ψn : n → ℂ} {em en : ℝ}
    (hm : h t *ᵥ (T t *ᵥ ψm) = (em : ℂ) • (T t *ᵥ ψm))
    (hn : h t *ᵥ (T t *ᵥ ψn) = (en : ℂ) • (T t *ᵥ ψn)) (ε : ℝ) :
    coupling T h t ε ψm ψn = ip (T t *ᵥ ψm) (h' *ᵥ (T t *ᵥ ψn))
      + ((em : ℂ) - ε) * ip (T t *ᵥ ψm) (T' *ᵥ ψn)
      + ((en : ℂ) - ε) * ip (T' *ᵥ ψm) (T t *ᵥ ψn) := by
  obtain ⟨hS, hH⟩ := matDeriv_overlap_ham hT hh
  -- the Hermitian `h` acts to the left on `T ψm`
  have hleft (z : N → ℂ) : ip (T t *ᵥ ψm) (h t *ᵥ z) = em * ip (T t *ᵥ ψm) z := by
    rw [← herm.eq, ip_adjoint, hm]
    simp [ip]
  -- linearity in the second slot
  have hs (c : ℂ) (A : Matrix n n ℂ) (y : n → ℂ) : (c • A) *ᵥ y = c • (A *ᵥ y) := by
    ext i
    simp [Matrix.mulVec, dotProduct, Finset.mul_sum, mul_assoc]
  have hadd (x y z : n → ℂ) : ip x (y + z) = ip x y + ip x z := dotProduct_add _ _ _
  have hsub (x y z : n → ℂ) : ip x (y - z) = ip x y - ip x z := dotProduct_sub _ _ _
  have hsn (c : ℂ) (x y : n → ℂ) : ip x (c • y) = c * ip x y := by simp [ip]
  have hsN (c : ℂ) (x y : N → ℂ) : ip x (c • y) = c * ip x y := by simp [ip]
  simp only [coupling, hS, hH, Matrix.sub_mulVec, hs, Matrix.add_mulVec,
    ← Matrix.mulVec_mulVec, hn, hadd, hsub, hsn, hsN, ip_adjoint, hleft]
  ring

/-- Under the same conditions,
`⟨ψm, (H' - en S') ψn⟩ = ⟨T ψm, h' T ψn⟩ + (em - en) ⟨T ψm, T' ψn⟩`. -/
theorem coupling_eq_allElectron_add (hT : HasMatDerivAt T T' t) (hh : HasMatDerivAt h h' t)
    (herm : (h t).IsHermitian) {ψm ψn : n → ℂ} {em en : ℝ}
    (hm : h t *ᵥ (T t *ᵥ ψm) = (em : ℂ) • (T t *ᵥ ψm))
    (hn : h t *ᵥ (T t *ᵥ ψn) = (en : ℂ) • (T t *ᵥ ψn)) :
    coupling T h t en ψm ψn = ip (T t *ᵥ ψm) (h' *ᵥ (T t *ᵥ ψn))
      + ((em : ℂ) - en) * ip (T t *ᵥ ψm) (T' *ᵥ ψn) := by
  rw [coupling_general hT hh herm hm hn]
  ring

/-- For two states of the same energy `e`, `⟨ψm, (H' - e S') ψn⟩ = ⟨T ψm, h' T ψn⟩`. -/
theorem coupling_degenerate (hT : HasMatDerivAt T T' t) (hh : HasMatDerivAt h h' t)
    (herm : (h t).IsHermitian) {ψm ψn : n → ℂ} {e : ℝ}
    (hm : h t *ᵥ (T t *ᵥ ψm) = (e : ℂ) • (T t *ᵥ ψm))
    (hn : h t *ᵥ (T t *ᵥ ψn) = (e : ℂ) • (T t *ᵥ ψn)) :
    coupling T h t e ψm ψn = ip (T t *ᵥ ψm) (h' *ᵥ (T t *ᵥ ψn)) := by
  rw [coupling_eq_allElectron_add hT hh herm hm hn]
  ring

/-- With `h` Hermitian near `t` and `M_mn = ⟨ψm, (H' - en S') ψn⟩`,
`M_mn - conj M_nm = (em - en) ⟨ψm, S' ψn⟩`. -/
theorem coupling_sub_conj (hT : HasMatDerivAt T T' t) (hh : HasMatDerivAt h h' t)
    (herm : ∀ᶠ s in 𝓝 t, (h s).IsHermitian) {ψm ψn : n → ℂ} {em en : ℝ}
    (hm : h t *ᵥ (T t *ᵥ ψm) = (em : ℂ) • (T t *ᵥ ψm))
    (hn : h t *ᵥ (T t *ᵥ ψn) = (en : ℂ) • (T t *ᵥ ψn)) :
    coupling T h t en ψm ψn - star (coupling T h t em ψn ψm)
      = ((em : ℂ) - en) * ip ψm (matDeriv (overlap T) t *ᵥ ψn) := by
  have hc (x y : N → ℂ) : star (ip x y) = ip y x := by
    exact (Matrix.star_dotProduct _ _).symm
  have hr (r : ℝ) : star (r : ℂ) = r := Complex.conj_ofReal r
  have hadd (x y z : n → ℂ) : ip x (y + z) = ip x y + ip x z := dotProduct_add _ _ _
  -- the all-electron parts cancel because `h'` is Hermitian
  have h1 : ip (h' *ᵥ (T t *ᵥ ψm)) (T t *ᵥ ψn) = ip (T t *ᵥ ψm) (h' *ᵥ (T t *ᵥ ψn)) := by
    rw [← ip_adjoint h', (hh.isHermitian herm).eq]
  rw [coupling_eq_allElectron_add hT hh herm.self_of_nhds hm hn,
    coupling_eq_allElectron_add hT hh herm.self_of_nhds hn hm,
    (matDeriv_overlap_ham hT hh).1]
  simp only [star_add, star_mul', star_sub, hc, hr, h1, Matrix.add_mulVec,
    ← Matrix.mulVec_mulVec, hadd, ip_adjoint]
  ring

/-- A two-level transformation path. -/
def witT (s : ℝ) : Matrix (Fin 2) (Fin 2) ℂ := !![1, (s : ℂ); 0, 1]

/-- A two-level all-electron Hamiltonian path. -/
def witH (s : ℝ) : Matrix (Fin 2) (Fin 2) ℂ := !![0, (s : ℂ); (s : ℂ), 1]

/-- The two-level paths meet all conditions at `s = 0` with energies `0` and `1`; there the
pseudo element `M_01` is `0` while the all-electron element is `1`. -/
theorem coupling_witness :
    HasMatDerivAt witT !![0, 1; 0, 0] 0 ∧ HasMatDerivAt witH !![0, 1; 1, 0] 0 ∧
    (∀ s, (witH s).IsHermitian) ∧
    witH 0 *ᵥ (witT 0 *ᵥ ![1, 0]) = ((0 : ℝ) : ℂ) • (witT 0 *ᵥ ![1, 0]) ∧
    witH 0 *ᵥ (witT 0 *ᵥ ![0, 1]) = ((1 : ℝ) : ℂ) • (witT 0 *ᵥ ![0, 1]) ∧
    coupling witT witH 0 1 ![1, 0] ![0, 1] = 0 ∧
    ip (witT 0 *ᵥ ![1, 0]) (!![0, 1; 1, 0] *ᵥ (witT 0 *ᵥ ![0, 1])) = 1 := by
  have ho : HasDerivAt (fun s : ℝ => (s : ℂ)) 1 0 := by
    simpa using (hasDerivAt_id (0 : ℝ)).ofReal_comp
  have h0 : HasDerivAt (fun _ : ℝ => (0 : ℂ)) 0 0 := hasDerivAt_const _ _
  have h1 : HasDerivAt (fun _ : ℝ => (1 : ℂ)) 0 0 := hasDerivAt_const _ _
  have hT : HasMatDerivAt witT !![0, 1; 0, 0] 0 := by
    intro i j
    fin_cases i <;> fin_cases j
    exacts [h1, ho, h0, h1]
  have hh : HasMatDerivAt witH !![0, 1; 1, 0] 0 := by
    intro i j
    fin_cases i <;> fin_cases j
    exacts [h0, ho, ho, h1]
  have herm (s : ℝ) : (witH s)ᴴ = witH s := by
    ext i j
    fin_cases i <;> fin_cases j <;> simp [witH, Matrix.conjTranspose_apply]
  have e0 : witH 0 *ᵥ (witT 0 *ᵥ ![1, 0]) = ((0 : ℝ) : ℂ) • (witT 0 *ᵥ ![1, 0]) := by
    ext i
    fin_cases i <;> simp [witT, witH, Matrix.mulVec, dotProduct, Fin.sum_univ_two]
  have e1 : witH 0 *ᵥ (witT 0 *ᵥ ![0, 1]) = ((1 : ℝ) : ℂ) • (witT 0 *ᵥ ![0, 1]) := by
    ext i
    fin_cases i <;> simp [witT, witH, Matrix.mulVec, dotProduct, Fin.sum_univ_two]
  refine ⟨hT, hh, herm, e0, e1, ?_, ?_⟩
  · rw [coupling_eq_allElectron_add hT hh (herm 0) e0 e1]
    simp [ip, witT, Matrix.mulVec, dotProduct, Fin.sum_univ_two]
  · simp [ip, witT, Matrix.mulVec, dotProduct, Fin.sum_univ_two]

end

end UltrasoftCoupling
```
```lean
#print axioms UltrasoftCoupling.coupling_eq_allElectron_add
#print axioms UltrasoftCoupling.coupling_degenerate
#print axioms UltrasoftCoupling.coupling_sub_conj
```

```
'UltrasoftCoupling.coupling_eq_allElectron_add' depends on axioms: [propext, Classical.choice, Quot.sound]
'UltrasoftCoupling.coupling_degenerate' depends on axioms: [propext, Classical.choice, Quot.sound]
'UltrasoftCoupling.coupling_sub_conj' depends on axioms: [propext, Classical.choice, Quot.sound]
```

## How the definitions and hypotheses map to the physics

The types `N` and `n` index the all-electron and pseudo bases, so $D$ and $d$ are their numbers of elements; the letter n in `ψn` and `en` is a state label and has nothing to do with the type `n`. A path is a function `ℝ → Matrix N n ℂ`, and `HasMatDerivAt T T' t` says that every entry of $T(s)$ has the corresponding entry of `T'` as its derivative at `t`. The definitions `overlap` and `ham` are $S(s)$ and $H(s)$, and `ip x y` is `star x ⬝ᵥ y`, which fixes the physicist's convention $\sum_i\overline{x_i}\,y_i$ in orthonormal all-electron and pseudo coordinates.

The quantity `coupling T h t ε x y` is $\langle x,(H'-\varepsilon S')y\rangle$, where $H'$ and $S'$ are obtained by applying `matDeriv` to the paths `ham T h` and `overlap T`. The product-rule expressions are therefore derived and not built into the definition. Mathlib's `deriv` returns zero for a non-differentiable function, but under the two differentiability hypotheses the entries of $S$ and $H$ are differentiable and `matDeriv` returns the true derivative.

The hypotheses `hm` and `hn` are the eigenvalue equations for $T\psi_m$ and $T\psi_n$, with `em en : ℝ`. They stand for the assumption that the transformation reconstructs exact all-electron eigenstates from the pseudo vectors. The theorem `coupling_general` is the formula for $M_\varepsilon$, `coupling_eq_allElectron_add` is the first identity, with `coupling T h t en ψm ψn` as $M_{mn}$, and `coupling_degenerate` is the case of one common energy `e`. These three need only `(h t).IsHermitian`. The theorem `coupling_sub_conj` is the second identity, with `star` as complex conjugation, and asks for `∀ᶠ s in 𝓝 t, (h s).IsHermitian`, which is hermiticity on some neighbourhood of $t$. The stronger condition reflects that hermiticity at one point says nothing about the derivative, as the $1\times1$ path $h(s)=i(s-t)$ shows. The theorem `coupling_witness` states that the two-level paths `witT` and `witH` satisfy all these conditions at $s=0$, that $M_{01}=0$, and that the all-electron element is $1$.

## How the tactic steps follow the derivation

`HasMatDerivAt.mul` writes an entry of $AB$ as a finite sum of products and applies the scalar product rule to each term. `HasMatDerivAt.adjoint` is $(A^\dagger)'=A'^\dagger$, entry by entry. `HasMatDerivAt.isHermitian` combines this with uniqueness of derivatives: the entries of $A$ and $A^\dagger$ agree near $t$, so their derivatives agree. `matDeriv_overlap_ham` chains these rules to get $S'$ and $H'$; the rewrite with `Matrix.add_mul` groups the first two terms of $H'$ as $(T^\dagger h)'T$, the shape in which two successive product rules deliver them. `ip_adjoint` is the rule for moving an adjoint.

In `coupling_general` the local statement `hleft` is the step in which $h$ acts to the left, giving $\langle\phi_m,hz\rangle=e_m\langle\phi_m,z\rangle$ for any vector $z$. The long `simp only` call inserts $S'$ and $H'$, expands into the five terms, applies `hn` on the right, moves the adjoints and applies `hleft`, after which `ring` collects the prefactors. The next two theorems substitute the energy and let `ring` cancel the terms with zero prefactor. In `coupling_sub_conj` the first identity is used twice, once with the states exchanged; `hc` swaps the slots under conjugation, `hr` keeps the energies real, and `h1` is the cancellation of the all-electron parts through $h'^\dagger=h'$. The witness checks derivatives, hermiticity and eigenvalue equations entry by entry, and then evaluates $M_{01}$ through `coupling_eq_allElectron_add`.

## Assumptions to compare with an actual code

The theorems hold for any finite $D$ and $d$, and $T$ need not be square, injective or invertible. No normalisation or orthogonality is assumed, and the two states may coincide, in which case the second identity says that $M_{nn}$ is real. Both sides of each identity are conjugate-linear in $\psi_m$ and linear in $\psi_n$, so for states with nonzero images the normalised elements follow on dividing by $\sqrt{\langle\psi_m,S\psi_m\rangle\langle\psi_n,S\psi_n\rangle}$.

The factorisation $S=T^\dagger T$, $H=T^\dagger hT$ is the definition of the model. That the overlap and Hamiltonian built from a given set of projectors and augmentation charges have this form with a physical all-electron $h$ is not derived, and there is no error estimate for an approximate factorisation.

The eigenvalue hypothesis concerns $h$ and not the pseudo problem. Multiplying $hT\psi=eT\psi$ by $T^\dagger$ gives $H\psi=eS\psi$, which is the equation a code solves, but the converse only says that the residual $(h-e)T\psi$ is orthogonal to the range of $T$. The residual vanishes when $T$ is square and invertible and need not vanish for a truncated pseudo space; when it is nonzero for one of the two states, the first identity as stated does not apply.

The parameter is a single real number. This fits a displacement of one atom, or a real displacement pattern in a supercell. A complex perturbation of finite wavevector that links different crystal momenta is not treated as such. The matrix $h'$ is simply the derivative of the given path; whether it contains a self-consistent change of the potential is left open, and nothing is stated about second derivatives, the dynamical matrix or the first-order change of the states.

The second identity is reached through the all-electron form and so carries the eigenvalue hypotheses in `coupling_sub_conj`. Subtracting the definitions of $M_{mn}$ and $\overline{M_{nm}}$ directly gives the same expression from the hermiticity of $H'$ and $S'$ alone, so a numerical check of that identity that uses the same $H'$ and $S'$ throughout tests only whether these two matrices are Hermitian, and not whether they are correct or how good the eigenvectors are. This last observation, the comparison with $H\psi=eS\psi$ and the link to linear response are arguments in the text only and are not theorems of the file.
